# A diagonal position operator gives no velocity between orbitals on one site

Take an orthonormal orbital basis and units with $\hbar=m=1$, where $m$ is the electron mass. For a finite Hamiltonian matrix $H$ and a diagonal position operator $X$ with real entries $x_a$, the velocity $v=i[H,X]$ has entries $v_{ab}=iH_{ab}(x_b-x_a)$, which vanish when $x_a=x_b$. An atom with levels $E_s<E_p$ and $X=x_0$ therefore has zero s–p oscillator strength $2|v_{sp}|^2/(E_p-E_s)$. With $X=x_0+d\,\sigma_x$, where $d$ is a real dipole matrix element and $\sigma_x$ swaps the two orbitals, the strength is $2(E_p-E_s)d^2$. If a model places all orbitals of an isolated atom at one coordinate, a nonzero strength between its levels therefore requires off-diagonal elements of $X$.

## Operators and strengths

In Lean 4 with Mathlib:

```lean
import Mathlib

open Matrix

namespace IntraAtomicVelocity

noncomputable section

variable {n : Type*} [Fintype n] [DecidableEq n]
```

The type `n` is any finite set of orbitals, and `Matrix n n ℂ` is the type of complex matrices indexed by it.

```lean
/-- The operator that is diagonal in the orbital basis with real entries `q a`;
it serves for site positions and for level energies. -/
def diagOp (q : n → ℝ) : Matrix n n ℂ := Matrix.diagonal fun a => (q a : ℂ)
```

`diagOp q` is the matrix with the real numbers $q_a$ on its diagonal. It represents site coordinates or level energies, depending on `q`.

```lean
omit [DecidableEq n] in
/-- The velocity operator `i[H, X]`, in units with `ħ = 1`. -/
def velocity (H X : Matrix n n ℂ) : Matrix n n ℂ := Complex.I • (H * X - X * H)
```

This is the Heisenberg velocity $\dot X=i[H,X]$ with $\hbar=1$, for one Cartesian component. Neither matrix is required to be Hermitian here.

```lean
/-- The strength `2|v_ab|² / (E_b - E_a)` of the transition from level `a` to level `b`,
for level energies `E` and position operator `X`, in units with `ħ = m = 1`. -/
def strength (E : n → ℝ) (X : Matrix n n ℂ) (a b : n) : ℝ :=
  2 * ‖velocity (diagOp E) X a b‖ ^ 2 / (E b - E a)
```

With $\hbar=m=1$, the strength is $f_{ab}=2|v_{ab}|^2/(E_b-E_a)$. The Hamiltonian is `diagOp E`, so $a$ and $b$ label energy eigenstates.

```lean
/-- The position operator `x0 + d σx` of an atom at `x0` whose two orbitals are
coupled by the dipole matrix element `d`. -/
def spPosition (x0 d : ℝ) : Matrix (Fin 2) (Fin 2) ℂ :=
  (x0 : ℂ) • (1 : Matrix (Fin 2) (Fin 2) ℂ) + (d : ℂ) • !![0, 1; 1, 0]
```

`Fin 2` has the indices 0 and 1, here s and p. The number $d$ stands for $\langle s|x|p\rangle$, measured from the atom's centre; it is an input, not computed from orbitals.

## Velocity from site coordinates

```lean
/-- For a diagonal position operator the velocity between two orbitals is
the hopping times the difference of their coordinates, times `i`. -/
theorem velocity_site (H : Matrix n n ℂ) (x : n → ℝ) (a b : n) :
    velocity H (diagOp x) a b = Complex.I * H a b * ((x b : ℂ) - x a) := by
  simp only [velocity, diagOp, Matrix.smul_apply, Matrix.sub_apply, Matrix.mul_diagonal,
    Matrix.diagonal_mul, smul_eq_mul]
  ring
```

The statement follows the colon; the proof follows `:= by`. By hand,
$$v_{ab}=i(H_{ab}x_b-x_aH_{ab})=iH_{ab}(x_b-x_a).$$
`simp only` takes the matrix entries and `ring` does the algebra.

```lean
/-- For a diagonal position operator the velocity between two orbitals vanishes exactly when
their Hamiltonian matrix element vanishes or their coordinates coincide. -/
theorem velocity_site_eq_zero_iff (H : Matrix n n ℂ) (x : n → ℝ) (a b : n) :
    velocity H (diagOp x) a b = 0 ↔ H a b = 0 ∨ x a = x b := by
  rw [velocity_site]
  constructor
  · intro h
    rcases mul_eq_zero.mp h with h | h
    · exact Or.inl ((mul_eq_zero.mp h).resolve_left Complex.I_ne_zero)
    · right
      exact_mod_cast (sub_eq_zero.mp h).symm
  · rintro (h | h)
    · simp [h]
    · simp [h]
```

A product of complex numbers vanishes only if a factor does. Since $i\neq0$, either $H_{ab}=0$ or $x_a=x_b$. Equal coordinates include two orbitals on one atom, but also different atoms level along $x$.

For a finite system in an orthonormal basis, a tight-binding code that builds $v$ from hoppings and site positions alone uses this formula, so its velocity between orbitals on the same atom is zero. Intra-atomic dipoles are then additional input.

```lean
/-- When a dipole matrix `D` is added to the site positions, the velocity between two orbitals
with the same coordinate is that of `D` alone. -/
theorem velocity_same_site (H D : Matrix n n ℂ) (x : n → ℝ) {a b : n} (hab : x a = x b) :
    velocity H (diagOp x + D) a b = velocity H D a b := by
  -- the velocity is additive in the position operator
  have hadd : velocity H (diagOp x + D) = velocity H (diagOp x) + velocity H D := by
    unfold velocity
    rw [← smul_add]
    congr 1
    noncomm_ring
  rw [hadd, Matrix.add_apply, (velocity_site_eq_zero_iff H x a b).mpr (Or.inr hab), zero_add]
```

Let $D$ be a matrix of dipole elements. The commutator is linear in $X$, so $i[H,X+D]=i[H,X]+i[H,D]$; this is `hadd`. At equal coordinates the first term vanishes, leaving
$$v_{ab}=i\sum_c(H_{ac}D_{cb}-D_{ac}H_{cb}).$$
The sum can pass through orbitals $c$ on other sites.

## Strength between energy levels

```lean
/-- Between energy levels, the squared velocity matrix element is the squared
energy difference times the squared position matrix element. -/
theorem velocity_levels_normSq (E : n → ℝ) (X : Matrix n n ℂ) (a b : n) :
    ‖velocity (diagOp E) X a b‖ ^ 2 = (E b - E a) ^ 2 * ‖X a b‖ ^ 2 := by
  have hv : velocity (diagOp E) X a b = Complex.I * (((E a - E b : ℝ) : ℂ) * X a b) := by
    simp only [velocity, diagOp, Matrix.smul_apply, Matrix.sub_apply, Matrix.mul_diagonal,
      Matrix.diagonal_mul, smul_eq_mul]
    push_cast
    ring
  rw [hv, norm_mul, norm_mul, Complex.norm_I, Complex.norm_real, Real.norm_eq_abs, one_mul,
    mul_pow, sq_abs]
  ring
```

For diagonal $H$, $v_{ab}=i(E_a-E_b)X_{ab}$, which is `hv`. Taking the squared modulus gives $|v_{ab}|^2=(E_b-E_a)^2|X_{ab}|^2$.

```lean
/-- The strength of an upward transition is `2(E_b - E_a)|X_ab|²`, and it is positive
exactly when the position operator connects the two levels. -/
theorem strength_eq (E : n → ℝ) (X : Matrix n n ℂ) {a b : n} (h : E a < E b) :
    strength E X a b = 2 * (E b - E a) * ‖X a b‖ ^ 2 ∧
      (0 < strength E X a b ↔ X a b ≠ 0) := by
  have hd : 0 < E b - E a := sub_pos.mpr h
  have key : strength E X a b = 2 * (E b - E a) * ‖X a b‖ ^ 2 := by
    rw [strength, velocity_levels_normSq, div_eq_iff hd.ne']
    ring
  refine ⟨key, ?_⟩
  rw [key]
  constructor
  · intro hpos h0
    simp [h0] at hpos
  · intro h0
    exact mul_pos (mul_pos two_pos hd) (pow_pos (norm_pos_iff.mpr h0) 2)
```

Dividing by the energy difference gives
$$f_{ab}=2(E_b-E_a)|X_{ab}|^2.$$
For $E_a<E_b$ the prefactor is positive, so $f_{ab}>0$ exactly when $X_{ab}\neq0$. The ordering matters for this second claim: with $E_a=1$, $E_b=0$ and $X_{ab}=1$, the strength is $-2$.

```lean
/-- For an atom with levels `Es < Ep`, the position operator `x0` gives the s-p transition zero
strength, while `x0 + d σx` gives `2(Ep - Es)d²`, which is positive exactly when `d ≠ 0`. -/
theorem sp_strength {Es Ep : ℝ} (h : Es < Ep) (x0 d : ℝ) :
    strength ![Es, Ep] (diagOp fun _ => x0) 0 1 = 0 ∧
    strength ![Es, Ep] (spPosition x0 d) 0 1 = 2 * (Ep - Es) * d ^ 2 ∧
    (0 < strength ![Es, Ep] (spPosition x0 d) 0 1 ↔ d ≠ 0) := by
  -- the only position matrix element that matters is the dipole d
  have hx : spPosition x0 d 0 1 = (d : ℂ) := by simp [spPosition]
  have hE : (![Es, Ep] : Fin 2 → ℝ) 0 < (![Es, Ep] : Fin 2 → ℝ) 1 := by simpa using h
  have hs := strength_eq ![Es, Ep] (spPosition x0 d) hE
  rw [hx] at hs
  refine ⟨?_, ?_, ?_⟩
  · rw [strength, velocity_site]
    simp
  · rw [hs.1, Complex.norm_real, Real.norm_eq_abs, sq_abs]
    simp
  · rw [hs.2]
    exact not_congr Complex.ofReal_eq_zero
```

`![Es, Ep]` lists the two energies. The three claims, joined by `∧`, are zero strength for $X=x_0$, strength $2(E_p-E_s)d^2$ with the dipole, and positivity exactly when $d\neq0$.

For the first, both coordinates equal $x_0$, so `velocity_site` gives $v_{sp}=0$. For the others, `hx` reads off $X_{sp}=d$, and `strength_eq` supplies the value and the positivity.

## The sum of strengths from one level

```lean
/-- Sum rule: for a Hermitian position operator, the strengths from level `a` to all levels of
different energy add up to the diagonal element of the double commutator `[X, [H, X]]`. -/
theorem strength_sum_rule (E : n → ℝ) {X : Matrix n n ℂ} (hX : X.IsHermitian) (a : n) :
    ((∑ b with E b ≠ E a, strength E X a b : ℝ) : ℂ) =
      (X * (diagOp E * X - X * diagOp E) - (diagOp E * X - X * diagOp E) * X) a a := by
  -- levels of equal energy contribute nothing to the position form of the sum
  have hterm : ∀ b, (if E b ≠ E a then strength E X a b else 0) =
      2 * (E b - E a) * ‖X a b‖ ^ 2 := by
    intro b
    by_cases h : E b = E a
    · simp [h]
    · rw [if_pos h, strength, velocity_levels_normSq, div_eq_iff (sub_ne_zero.mpr h)]
      ring
  have hC : ∀ i j, (diagOp E * X - X * diagOp E) i j = ((E i : ℂ) - E j) * X i j := by
    intro i j
    simp only [diagOp, Matrix.sub_apply, Matrix.mul_diagonal, Matrix.diagonal_mul]
    ring
  rw [Finset.sum_filter, Finset.sum_congr rfl (fun b _ => hterm b), Matrix.sub_apply,
    Matrix.mul_apply, Matrix.mul_apply, ← Finset.sum_sub_distrib, Complex.ofReal_sum]
  refine Finset.sum_congr rfl fun b _ => ?_
  rw [hC, hC]
  -- Hermiticity turns the product of matrix elements into a squared modulus
  have hxx : X a b * X b a = ((‖X a b‖ ^ 2 : ℝ) : ℂ) := by
    rw [← hX.apply b a, Complex.star_def, Complex.mul_conj, Complex.normSq_eq_norm_sq]
  push_cast at hxx ⊢
  linear_combination (-2 * ((E b : ℂ) - E a)) * hxx

end

end IntraAtomicVelocity
```

Write $C=[H,X]$, so that $C_{ij}=(E_i-E_j)X_{ij}$; this is `hC`. Then
$$[X,C]_{aa}=\sum_b(X_{ab}C_{ba}-C_{ab}X_{ba})=\sum_b2(E_b-E_a)X_{ab}X_{ba}.$$
Hermiticity gives $X_{ab}X_{ba}=|X_{ab}|^2$ (`hxx`), so each term is $f_{ab}$. Levels of equal energy contribute nothing (`hterm`), and `linear_combination` matches the terms. Downward transitions enter with negative strength.

Without Hermiticity the rule can fail. Take energies $0,1$ and let $X_{01}=1$ be the only nonzero entry: the strength from level 0 is 2, but the double commutator's diagonal element is 0.

For an electron with $H=p^2/2+V(x)$, where $p$ is the momentum and $[x,p]=i$, the Thomas–Reiche–Kuhn rule fixes this sum at 1 for a bound level, provided that transitions into the continuum are included. Matrices of finite nonzero size cannot reproduce that for every level, because the trace of a commutator is zero.

```lean
#print axioms IntraAtomicVelocity.velocity_site_eq_zero_iff
#print axioms IntraAtomicVelocity.velocity_same_site
#print axioms IntraAtomicVelocity.sp_strength
#print axioms IntraAtomicVelocity.strength_sum_rule
```

```
'IntraAtomicVelocity.velocity_site_eq_zero_iff' depends on axioms: [propext, Classical.choice, Quot.sound]
'IntraAtomicVelocity.velocity_same_site' depends on axioms: [propext, Classical.choice, Quot.sound]
'IntraAtomicVelocity.sp_strength' depends on axioms: [propext, Classical.choice, Quot.sound]
'IntraAtomicVelocity.strength_sum_rule' depends on axioms: [propext, Classical.choice, Quot.sound]
```
